# Politzer's formula for energies that scale as the 7/3 power of the nuclear charges

## Charges, coordinates and scaling

Let \(Z=(Z_i)\) be finitely many real nuclear charges and \(E(Z)\) a real energy. The partial derivative \(\partial E/\partial Z_i\) is the ordinary derivative when only \(Z_i\) is shifted. We assume that \(E\) is differentiable at \(Z\) and that

\[
E(tZ)=t^{7/3}E(Z)\qquad\text{for all } t>0 .
\]

This is how the energy of neutral atoms grows with nuclear charge in Thomas-Fermi theory. In a molecule the nuclear coordinates \(X=(X_k)\) must shrink as the charges grow:

\[
E(tZ,t^{-1/3}X)=t^{7/3}E(Z,X).
\]

Both laws are assumed here, not derived from a density functional. Real atoms and molecules obey them only approximately, and Politzer's formula is then an approximation too.

## Differentiating the scaling law

The claim is

\[
E(Z)=\frac37\sum_i Z_i\frac{\partial E}{\partial Z_i}(Z).
\]

By the chain rule, the left side of the first law has \(t\)-derivative \(\sum_i Z_i\,\partial E/\partial Z_i(Z)\) at \(t=1\). The right side has derivative \(\frac73E(Z)\) there. Equating them and multiplying by \(3/7\) gives the claim.

Conversely, suppose that \(E\) is differentiable and the formula holds at every \(sZ\) with \(s>0\). Then \(\sum_i Z_i\,\partial E/\partial Z_i(sZ)=\frac{7}{3s}E(sZ)\), so

\[
\frac{d}{ds}\left[s^{-7/3}E(sZ)\right]
=-\frac73s^{-10/3}E(sZ)+s^{-7/3}\,\frac{7}{3s}E(sZ)=0 .
\]

The bracket is constant, and its value at \(s=1\) is \(E(Z)\). This is the scaling law.

For a molecule with \(E\) jointly differentiable, the curve \((tZ,t^{-1/3}X)\) has velocity \((Z,-\frac13X)\) at \(t=1\). Hence

\[
\sum_i Z_i\frac{\partial E}{\partial Z_i}-\frac13\sum_k X_k\frac{\partial E}{\partial X_k}=\frac73E,
\]

\[
E=\frac37\sum_i Z_i\frac{\partial E}{\partial Z_i}-\frac17\sum_k X_k\frac{\partial E}{\partial X_k}.
\]

The last sum vanishes at a stationary geometry. Neutral molecules in Thomas-Fermi theory itself have no such geometry, since their energy falls when all internuclear distances are stretched by a common factor. For them the last sum stays.

The smallest interesting case is one atom with \(E=-cZ^{7/3}\) and \(Z>0\): here \(Z\,dE/dZ=\frac73E\), as required.

For neutral Thomas-Fermi systems, \(\partial E/\partial Z_i\) is the electrostatic potential at nucleus \(i\) due to all other charges, in atomic units, so the formula links the total energy to potentials at the nuclei.

## Partial derivatives and scaling in Lean

The finite types `ι` and `κ` label charges and scalar coordinates; a nucleus in space uses three labels in `κ`.

```lean
import Mathlib

open Filter Topology

namespace PolitzerFormula

noncomputable section

variable {ι κ : Type*} [Fintype ι] [DecidableEq ι] [Fintype κ] [DecidableEq κ]
```

The unit vector `Pi.single i 1` shifts one coordinate.

```lean
/-- The partial derivative of `f` at `Z` with respect to the coordinate `Z i`. -/
def partialDeriv (f : (ι → ℝ) → ℝ) (Z : ι → ℝ) (i : ι) : ℝ :=
  deriv (fun s : ℝ => f (Z + s • Pi.single i (1 : ℝ))) 0
```

The molecular law is a condition at one given pair `Z`, `X`. The annotation `(7 / 3 : ℝ)` matters: a bare exponent `7 / 3` would be read as a natural number, and natural division makes it 2.

```lean
/-- Thomas-Fermi scaling of a molecular energy at charges `Z` and nuclear coordinates `X`:
multiplying the charges by `t > 0` and the coordinates by `t^(-1/3)` multiplies the energy
by `t^(7/3)`. -/
def ThomasFermiScaling (E : (ι → ℝ) → (κ → ℝ) → ℝ) (Z : ι → ℝ) (X : κ → ℝ) : Prop :=
  ∀ t : ℝ, 0 < t → E (t • Z) (t ^ (-(1 / 3) : ℝ) • X) = t ^ (7 / 3 : ℝ) * E Z X
```

## The formula and its converse

The total derivative `L` is linear, so expanding `v` in unit vectors turns `L v` into the sum over partial derivatives.

```lean
/-- The total derivative of a differentiable function along `v` is the sum of the components
of `v` times the partial derivatives. -/
theorem sum_mul_partialDeriv {f : (ι → ℝ) → ℝ} {L : (ι → ℝ) →L[ℝ] ℝ} {Z : ι → ℝ}
    (h : HasFDerivAt f L Z) (v : ι → ℝ) : ∑ i, v i * partialDeriv f Z i = L v := by
  have hp : ∀ i, partialDeriv f Z i = L (Pi.single i 1) := fun i =>
    HasDerivAt.deriv (h.hasLineDerivAt (Pi.single i 1))
  have hv : v = ∑ i, v i • (Pi.single i (1 : ℝ) : ι → ℝ) := by
    ext j
    simp [Finset.sum_apply, Pi.single_apply]
  conv_rhs => rw [hv]
  simp only [map_sum, map_smul, smul_eq_mul, hp]
```

Composing with the ray \(s\mapsto sZ\) gives the chain rule.

```lean
/-- When all charges are scaled by a common factor `t`, the energy changes at the rate
`∑ Z i * ∂E/∂Z i`, the partial derivatives being taken at the scaled charges, where `E` is
differentiable. -/
theorem hasDerivAt_charge_scaling {E : (ι → ℝ) → ℝ} {Z : ι → ℝ} {t : ℝ}
    (hE : DifferentiableAt ℝ E (t • Z)) :
    HasDerivAt (fun s : ℝ => E (s • Z)) (∑ i, Z i * partialDeriv E (t • Z) i) t := by
  rw [sum_mul_partialDeriv hE.hasFDerivAt Z]
  have hc : HasDerivAt (fun s : ℝ => s • Z) Z t := by
    simpa using (hasDerivAt_id t).smul_const Z
  exact hE.hasFDerivAt.comp_hasDerivAt t hc
```

In `politzer`, `hE` is differentiability at `Z` and `hs` is the scaling law. The two sides agree near \(t=1\), so uniqueness of the derivative equates their rates, and `linarith` solves for the energy.

```lean
/-- **Politzer's formula.** If the energy is differentiable at the charges `Z` and scales as
`E (t Z) = t^(7/3) E Z` for all `t > 0`, then it is `3/7` of the sum of the charges times the
partial derivatives of the energy with respect to them. -/
theorem politzer {E : (ι → ℝ) → ℝ} {Z : ι → ℝ} (hE : DifferentiableAt ℝ E Z)
    (hs : ∀ t : ℝ, 0 < t → E (t • Z) = t ^ (7 / 3 : ℝ) * E Z) :
    E Z = 3 / 7 * ∑ i, Z i * partialDeriv E Z i := by
  have h1 := hasDerivAt_charge_scaling (E := E) (Z := Z) (t := 1) (by rwa [one_smul])
  rw [one_smul] at h1
  have hp : HasDerivAt (fun t : ℝ => t ^ (7 / 3 : ℝ)) (7 / 3) 1 := by
    simpa using Real.hasDerivAt_rpow_const (x := 1) (p := 7 / 3) (Or.inl one_ne_zero)
  -- both sides of the scaling law have the same derivative at t = 1
  have ev : (fun t : ℝ => E (t • Z)) =ᶠ[𝓝 1] fun t => t ^ (7 / 3 : ℝ) * E Z := by
    filter_upwards [Ioi_mem_nhds (zero_lt_one' ℝ)] with t ht using hs t ht
  have h := h1.unique ((hp.mul_const (E Z)).congr_of_eventuallyEq ev)
  linarith
```

The converse concerns a single ray. `linear_combination` carries out the cancellation above, and a function with zero derivative on the connected set \((0,\infty)\) is constant.

```lean
/-- Converse: if the energy is differentiable and Politzer's formula holds at all charges
`t Z` with `t > 0`, then `E (t Z) = t^(7/3) E Z` for all `t > 0`. -/
theorem scaling_of_politzer {E : (ι → ℝ) → ℝ} {Z : ι → ℝ}
    (hE : ∀ t : ℝ, 0 < t → DifferentiableAt ℝ E (t • Z))
    (hP : ∀ t : ℝ, 0 < t →
      E (t • Z) = 3 / 7 * ∑ i, (t • Z) i * partialDeriv E (t • Z) i)
    {t : ℝ} (ht : 0 < t) : E (t • Z) = t ^ (7 / 3 : ℝ) * E Z := by
  -- the scaled energy s^(-7/3) E(sZ) has zero derivative
  have hd : ∀ s : ℝ, 0 < s →
      HasDerivAt (fun s : ℝ => s ^ (-(7 / 3) : ℝ) * E (s • Z)) 0 s := by
    intro s hs
    have h := (Real.hasDerivAt_rpow_const (x := s) (p := -(7 / 3)) (Or.inl hs.ne')).fun_mul
      (hasDerivAt_charge_scaling (hE s hs))
    refine h.congr_deriv ?_
    have hPs := hP s hs
    simp only [Pi.smul_apply, smul_eq_mul, mul_assoc, ← Finset.mul_sum] at hPs
    rw [Real.rpow_sub_one hs.ne']
    have hc := div_mul_cancel₀ (s ^ (-(7 / 3) : ℝ)) hs.ne'
    linear_combination (-(7 / 3) * (s ^ (-(7 / 3) : ℝ) / s)) * hPs -
      (∑ i, Z i * partialDeriv E (s • Z) i) * hc
  have hconst := isOpen_Ioi.is_const_of_deriv_eq_zero (isPreconnected_Ioi (a := (0 : ℝ)))
    (fun s hs => (hd s hs).differentiableAt.differentiableWithinAt)
    (fun s hs => (hd s hs).deriv) (Set.mem_Ioi.2 ht) (Set.mem_Ioi.2 one_pos)
  simp only [Real.one_rpow, one_smul, one_mul] at hconst
  rw [← hconst, ← mul_assoc, ← Real.rpow_add ht, add_neg_cancel, Real.rpow_zero, one_mul]
```

## Molecules and the coordinate term

Here `L` acts on charges and coordinates together. Its values on `(Z, 0)` and `(0, X)` are the two sums, and `split` decomposes the velocity of the scaling curve.

```lean
/-- Politzer's formula for a molecule: a differentiable energy with Thomas-Fermi scaling is `3/7` of
the sum of the charges times the energy derivatives with respect to them, minus `1/7` of the sum of
the nuclear coordinates times the energy derivatives with respect to them. -/
theorem politzer_molecule {E : (ι → ℝ) → (κ → ℝ) → ℝ} {Z : ι → ℝ} {X : κ → ℝ}
    (hE : DifferentiableAt ℝ (fun p : (ι → ℝ) × (κ → ℝ) => E p.1 p.2) (Z, X))
    (hs : ThomasFermiScaling E Z X) :
    E Z X = 3 / 7 * ∑ i, Z i * partialDeriv (fun Z' => E Z' X) Z i -
      1 / 7 * ∑ k, X k * partialDeriv (E Z) X k := by
  obtain ⟨L, hL⟩ := hE
  -- vary the charges alone, then the coordinates alone
  have hZ : HasFDerivAt (fun Z' => E Z' X)
      (L.comp (ContinuousLinearMap.inl ℝ (ι → ℝ) (κ → ℝ))) Z :=
    HasFDerivAt.comp (g := fun p : (ι → ℝ) × (κ → ℝ) => E p.1 p.2)
      (f := fun Z' => (Z', X)) Z hL (hasFDerivAt_prodMk_left Z X)
  have hX : HasFDerivAt (E Z)
      (L.comp (ContinuousLinearMap.inr ℝ (ι → ℝ) (κ → ℝ))) X :=
    HasFDerivAt.comp (g := fun p : (ι → ℝ) × (κ → ℝ) => E p.1 p.2)
      (f := fun X' => (Z, X')) X hL (hasFDerivAt_prodMk_right Z X)
  have sZ : ∑ i, Z i * partialDeriv (fun Z' => E Z' X) Z i = L (Z, 0) :=
    (sum_mul_partialDeriv hZ Z).trans (by simp)
  have sX : ∑ k, X k * partialDeriv (E Z) X k = L (0, X) :=
    (sum_mul_partialDeriv hX X).trans (by simp)
  have hp : ∀ p : ℝ, HasDerivAt (fun t : ℝ => t ^ p) p 1 := fun p => by
    simpa using Real.hasDerivAt_rpow_const (x := 1) (p := p) (Or.inl one_ne_zero)
  have h1 : HasDerivAt (fun t : ℝ => t • Z) Z 1 := by
    simpa using (hasDerivAt_id (1 : ℝ)).smul_const Z
  -- differentiate along the scaling curve (tZ, t^(-1/3) X)
  have hc := hL.comp_hasDerivAt_of_eq 1 (h1.prodMk ((hp (-(1 / 3))).smul_const X)) (by simp)
  have ev : (fun t : ℝ => E (t • Z) (t ^ (-(1 / 3) : ℝ) • X)) =ᶠ[𝓝 1]
      fun t => t ^ (7 / 3 : ℝ) * E Z X := by
    filter_upwards [Ioi_mem_nhds (zero_lt_one' ℝ)] with t ht using hs t ht
  have h := hc.unique (((hp (7 / 3)).mul_const (E Z X)).congr_of_eventuallyEq ev)
  have split : (Z, (-(1 / 3) : ℝ) • X) =
      (Z, (0 : κ → ℝ)) + (-(1 / 3) : ℝ) • ((0 : ι → ℝ), X) := by simp
  rw [split, map_add, map_smul, smul_eq_mul] at h
  rw [sZ, sX]
  linarith
```

The hypothesis `hF` says that no energy gradient acts on any nuclear coordinate.

```lean
/-- For a differentiable energy with Thomas-Fermi scaling, Politzer's formula holds at a
geometry where all derivatives with respect to the nuclear coordinates vanish. -/
theorem politzer_stationary {E : (ι → ℝ) → (κ → ℝ) → ℝ} {Z : ι → ℝ} {X : κ → ℝ}
    (hE : DifferentiableAt ℝ (fun p : (ι → ℝ) × (κ → ℝ) => E p.1 p.2) (Z, X))
    (hs : ThomasFermiScaling E Z X) (hF : ∀ k, partialDeriv (E Z) X k = 0) :
    E Z X = 3 / 7 * ∑ i, Z i * partialDeriv (fun Z' => E Z' X) Z i := by
  simpa [hF] using politzer_molecule hE hs
```

Atoms so far apart that their interaction is neglected satisfy all three hypotheses when the charges are positive; their energy then does not depend on `X`.

```lean
omit [DecidableEq ι] in
/-- The energy `-c ∑ Z i^(7/3)` of separated atoms, for positive charges, is differentiable,
has Thomas-Fermi scaling and has zero derivative in every nuclear coordinate. -/
theorem politzer_stationary_witness (c : ℝ) {Z : ι → ℝ} (hZ : ∀ i, 0 < Z i) (X : κ → ℝ) :
    DifferentiableAt ℝ
      (fun p : (ι → ℝ) × (κ → ℝ) => -c * ∑ i, p.1 i ^ (7 / 3 : ℝ)) (Z, X) ∧
    ThomasFermiScaling (fun Z' (_ : κ → ℝ) => -c * ∑ i, Z' i ^ (7 / 3 : ℝ)) Z X ∧
    ∀ k, partialDeriv (fun _ : κ → ℝ => -c * ∑ i, Z i ^ (7 / 3 : ℝ)) X k = 0 := by
  refine ⟨?_, ?_, fun k => by simp [partialDeriv]⟩
  · have ha : DifferentiableAt ℝ (fun Y : ι → ℝ => -c * ∑ i, Y i ^ (7 / 3 : ℝ)) Z :=
      (DifferentiableAt.fun_sum fun i _ =>
        (differentiableAt_apply i Z).rpow_const (Or.inl (hZ i).ne')).const_mul _
    exact DifferentiableAt.comp (f := Prod.fst) (Z, X) ha differentiableAt_fst
  · intro t ht
    have h : ∀ i, (t • Z) i ^ (7 / 3 : ℝ) = t ^ (7 / 3 : ℝ) * Z i ^ (7 / 3 : ℝ) :=
      fun i => Real.mul_rpow ht.le (hZ i).le
    simp only [h, ← Finset.mul_sum]
    ring
```

The Coulomb repulsion \(V\) of two nuclei on a line shows what the coordinate term does.

```lean
/-- Coulomb repulsion of two nuclei on a line, at distinct positions `X 0` and `X 1`. -/
def pairRepulsion (Z X : Fin 2 → ℝ) : ℝ := Z 0 * Z 1 / |X 0 - X 1|
```

Scaling multiplies \(V\) by \(t^2/t^{-1/3}=t^{7/3}\), so the molecular law holds. The sum \(\sum_i Z_i\,\partial V/\partial Z_i\) is \(2V\), however, and \(\frac37\cdot2V=\frac67V\neq V\) for positive charges. The missing \(\frac17V\) comes from the coordinates, since \(\sum_k X_k\,\partial V/\partial X_k=-V\).

```lean
/-- The repulsion of two positive charges at distinct positions has Thomas-Fermi scaling, yet
it violates Politzer's formula without the coordinate term. -/
theorem pairRepulsion_not_politzer {Z X : Fin 2 → ℝ} (h0 : 0 < Z 0) (h1 : 0 < Z 1)
    (hX : X 0 ≠ X 1) :
    ThomasFermiScaling pairRepulsion Z X ∧
    pairRepulsion Z X ≠ 3 / 7 * ∑ i, Z i * partialDeriv (fun Z' => pairRepulsion Z' X) Z i := by
  have hd : 0 < |X 0 - X 1| := abs_pos.2 (sub_ne_zero.2 hX)
  constructor
  · intro t ht
    have ha : 0 < t ^ (-(1 / 3) : ℝ) := Real.rpow_pos_of_pos ht _
    have hab : t ^ (7 / 3 : ℝ) * t ^ (-(1 / 3) : ℝ) = t ^ 2 := by
      rw [← Real.rpow_add ht, show (7 / 3 : ℝ) + -(1 / 3) = 2 by norm_num, Real.rpow_two]
    have hq := div_mul_cancel₀ (Z 0 * Z 1) hd.ne'
    simp only [pairRepulsion, Pi.smul_apply, smul_eq_mul]
    rw [← mul_sub, abs_mul, abs_of_pos ha, div_eq_iff (mul_pos ha hd).ne']
    linear_combination (-(Z 0 * Z 1)) * hab -
      (t ^ (7 / 3 : ℝ) * t ^ (-(1 / 3) : ℝ)) * hq
  · -- the sum of Z i * ∂V/∂Z i is twice the repulsion V, not 7/3 of it
    have p0 : partialDeriv (fun Z' => pairRepulsion Z' X) Z 0 = Z 1 / |X 0 - X 1| := by
      simp [partialDeriv, pairRepulsion]
    have p1 : partialDeriv (fun Z' => pairRepulsion Z' X) Z 1 = Z 0 / |X 0 - X 1| := by
      simp [partialDeriv, pairRepulsion]
    have hpos : 0 < Z 0 * Z 1 / |X 0 - X 1| := div_pos (mul_pos h0 h1) hd
    rw [Fin.sum_univ_two, p0, p1, pairRepulsion]
    intro h
    have e : Z 0 * (Z 1 / |X 0 - X 1|) + Z 1 * (Z 0 / |X 0 - X 1|) =
        2 * (Z 0 * Z 1 / |X 0 - X 1|) := by ring
    rw [e] at h
    linarith

end

end PolitzerFormula
```

```lean
#print axioms PolitzerFormula.politzer
#print axioms PolitzerFormula.politzer_molecule
#print axioms PolitzerFormula.politzer_stationary
#print axioms PolitzerFormula.pairRepulsion_not_politzer
```

```
'PolitzerFormula.politzer' depends on axioms: [propext, Classical.choice, Quot.sound]
'PolitzerFormula.politzer_molecule' depends on axioms: [propext, Classical.choice, Quot.sound]
'PolitzerFormula.politzer_stationary' depends on axioms: [propext, Classical.choice, Quot.sound]
'PolitzerFormula.pairRepulsion_not_politzer' depends on axioms: [propext, Classical.choice, Quot.sound]
```
